# A half-infinite chain with hopping t > 0 has a bound state above its band exactly when its end site lies more than t above the band centre

Cut a long wire down to an impurity at its end and the neighbouring site, and a bound state can disappear. Take hopping t, impurity energy 1.2 t and energy zero on every other site. The higher level of this two-site model is about 1.77 t, which lies inside the wire's band, between −2t and 2t. The model therefore suggests that nothing is bound above the band. The half-infinite wire does have a bound state there, at about 2.03 t, with most of its weight outside the impurity site. Embedding keeps the effect of the whole wire by replacing everything beyond the impurity with an energy-dependent term on the impurity site.

## From the infinite chain to one equation

Number the sites 0, 1, 2, …, with the impurity on site 0. Its energy is ε, all other site energies are zero, and neighbours are coupled by t > 0. For an energy E > 2t, the amplitudes ψ_n of a state satisfy

ε ψ_0 + t ψ_1 = E ψ_0

t ψ_n + t ψ_(n+2) = E ψ_(n+1), for n ≥ 0.

A bound state is a non-zero solution with a finite sum of ψ_n². Define

g(E) = (E − √(E² − 4t²)) / (2t²).

The claim is that a bound state of energy E > 2t exists exactly when E = ε + t² g(E), and that this holds exactly when ε > t and E = ε + t²/ε.

**Properties of g.** Write s = √(E² − 4t²). Since s² = (E − 2t)(E + 2t) is larger than (E − 2t)² and smaller than E², we have E − 2t < s < E. Hence 0 < 2t² g = E − s < 2t, so g > 0 and t g < 1. Squaring s = E − 2t² g and dividing by 4t² gives

t² g² − E g + 1 = 0.

This makes g the end-site response of the clean chain (ε = 0). Put a unit source on site 0: E φ_n minus the Hamiltonian's action on φ at site n must equal 1 for n = 0 and 0 on every other site. Try φ_n = tⁿ gⁿ⁺¹. On site 0 the equation reads E g − t² g² = 1. On site n+1 the left side is tⁿ⁺¹ gⁿ⁺¹ (E g − 1 − t² g²) = 0.

**Decay.** Let x = t g, so 0 < x < 1 and t x² − E x + t = 0. For a bound state, define the deviation from geometric decay, d_n = ψ_(n+1) − x ψ_n. The chain equation gives ψ_(n+2) = (E/t) ψ_(n+1) − ψ_n, and x E/t = x² + 1, so

x d_(n+1) = (x² + 1) ψ_(n+1) − x ψ_n − x² ψ_(n+1) = d_n.

Thus d_n² = x² d_(n+1)² ≤ d_(n+1)²: the squares never decrease along the chain. They also tend to zero, because ψ_n does. Every d_n is therefore zero, and ψ_n = xⁿ ψ_0 with ψ_0 ≠ 0.

**The impurity equation.** Insert ψ_1 = t g ψ_0 into the equation for site 0 and divide by ψ_0:

E = ε + t² g(E).

Conversely, if this holds, ψ_n = xⁿ solves site 0. It solves site n+1 because xⁿ (t x² − E x + t) = 0, and its squares form a convergent geometric series.

**The energy.** Multiplying the impurity equation by g gives E g = ε g + t² g². The quadratic gives E g = 1 + t² g², so ε g = 1. Since g > 0 and t g < 1, it follows that ε > t, and E = ε + t²/ε. Conversely, let ε > t and take this E. Then

E − 2t = (ε − t)²/ε > 0

E² − 4t² = (ε − t²/ε)².

The positive root is ε − t²/ε, so g(E) = 1/ε and the impurity equation holds.

**The weight.** Now x = t/ε, and the sum of all ψ_n² is ψ_0² / (1 − t²/ε²). In the normalised state the impurity has weight 1 − t²/ε².

## Near threshold, and in a program

As ε falls towards t, the level approaches the band edge quadratically, the decay ratio t/ε tends to 1 and the impurity weight tends to zero. This is where a short truncated chain does worst.

In a tight-binding program, t² g(E) is the self-energy added to the end site. The bound level is then a root of

F(E) = E − ε − t² g(E).

For ε > t, bisection can start from the interval between 2t and ε + t, since F equals t − ε < 0 at the lower end and t(1 − t g) > 0 at the upper end. The closed form ε + t²/ε checks the root for this non-interacting, single-orbital chain. The same elimination of an environment underlies Green's function embedding in electronic structure, where the self-energy is generally a matrix.

## The chain and its bound states in Lean

```lean
import Mathlib

open Filter Topology

namespace EndImpurityEmbedding

noncomputable section
```

The function g becomes `leadGreen`. The theorems use it only above the band. Inside the band the radicand is negative and Lean's real square root returns zero, so the imaginary part of the Green's function is lost; below the band the other sign of the root would be needed.

```lean
/-- The end-site Green's function of a half-infinite chain with hopping `t`,
at an energy `E` above the band. -/
def leadGreen (t E : ℝ) : ℝ := (E - √(E ^ 2 - 4 * t ^ 2)) / (2 * t ^ 2)
```

The Hamiltonian acts on amplitudes `ψ : ℕ → ℝ`, with the end site at index 0. The zero of energy is the band centre, and the hopping enters with a plus sign.

```lean
/-- The Hamiltonian of a half-infinite chain with hopping `t`, energy `ε` on the end site
and energy zero on all other sites. -/
def chainH (t ε : ℝ) (ψ : ℕ → ℝ) : ℕ → ℝ
  | 0 => ε * ψ 0 + t * ψ 1
  | n + 1 => t * ψ n + t * ψ (n + 2)
```

Real amplitudes are enough for the existence question: the Hamiltonian and E are real, so the real and imaginary parts of a complex solution solve the equation separately. The definition of a bound state demands square-summability but not normalisation.

```lean
/-- A bound state of energy `E`: a non-zero square-summable solution of the
Schrödinger equation on the chain. -/
def IsBoundState (t ε E : ℝ) (ψ : ℕ → ℝ) : Prop :=
  ψ ≠ 0 ∧ Summable (fun n => ψ n ^ 2) ∧ ∀ n, chainH t ε ψ n = E * ψ n
```

The theorems concern energies above the band only. They do not treat states below it, the continuum, or the Hamiltonian as an operator on a Hilbert space.

## The Green's function above the band

The first theorem collects g > 0, t g < 1 and the quadratic. The bounds `hsE` and `hsl` are s < E and E − 2t < s. The quadratic is first proved multiplied by 4t², and the non-zero factor is then removed. Here and below, `linear_combination` verifies an identity by adding known equations with the stated coefficients.

```lean
/-- Above the band the Green's function is positive, is smaller than `1 / t`, and solves
the quadratic Dyson equation of the chain. -/
theorem leadGreen_spec {t E : ℝ} (ht : 0 < t) (hE : 2 * t < E) :
    0 < leadGreen t E ∧ t * leadGreen t E < 1 ∧
      t ^ 2 * leadGreen t E ^ 2 - E * leadGreen t E + 1 = 0 := by
  have hpos : 0 < E := by linarith
  have hgap : 0 < t * (E - 2 * t) := mul_pos ht (by linarith)
  have hs : √(E ^ 2 - 4 * t ^ 2) ^ 2 = E ^ 2 - 4 * t ^ 2 :=
    Real.sq_sqrt (by nlinarith)
  have hsE : √(E ^ 2 - 4 * t ^ 2) < E :=
    (Real.sqrt_lt' hpos).2 (by nlinarith [pow_pos ht 2])
  have hsl : E - 2 * t < √(E ^ 2 - 4 * t ^ 2) :=
    (Real.lt_sqrt (by linarith)).2 (by nlinarith)
  have hg : 2 * t ^ 2 * leadGreen t E = E - √(E ^ 2 - 4 * t ^ 2) := by
    unfold leadGreen
    exact mul_div_cancel₀ _ (by positivity)
  refine ⟨div_pos (by linarith) (by positivity), ?_, ?_⟩
  · have h : 2 * t * (t * leadGreen t E) < 2 * t * 1 := by
      have h' : 2 * t * (t * leadGreen t E) = E - √(E ^ 2 - 4 * t ^ 2) := by
        rw [← hg]; ring
      linarith
    exact lt_of_mul_lt_mul_left h (by positivity)
  · have h4 : 4 * t ^ 2 * (t ^ 2 * leadGreen t E ^ 2 - E * leadGreen t E + 1) = 0 := by
      linear_combination
        (2 * t ^ 2 * leadGreen t E + (E - √(E ^ 2 - 4 * t ^ 2)) - 2 * E) * hg + hs
    exact (mul_eq_zero.mp h4).resolve_left (by positivity)
```

The next theorem justifies the name of `leadGreen`: above the band, a unit source on site 0 of the clean chain has a square-summable response with the value g there. There is no other, since two such responses would differ by a bound state of the clean chain, which `boundState_iff` below excludes at ε = 0. In the embedding, this clean chain is the part starting at site 1. The proof splits into site 0 and site n+1, and both cases reduce to the quadratic `hq`.

```lean
/-- Above the band, a unit source on the end site of the clean chain has a square-summable response
`t ^ n * g ^ (n + 1)`, whose value on the end site is `g = leadGreen t E`. -/
theorem leadGreen_response {t E : ℝ} (ht : 0 < t) (hE : 2 * t < E) :
    Summable (fun n : ℕ => (t ^ n * leadGreen t E ^ (n + 1)) ^ 2) ∧
    ∀ n : ℕ, E * (t ^ n * leadGreen t E ^ (n + 1))
      - chainH t 0 (fun m => t ^ m * leadGreen t E ^ (m + 1)) n = if n = 0 then 1 else 0 := by
  obtain ⟨h0, h1, hq⟩ := leadGreen_spec ht hE
  set g := leadGreen t E
  constructor
  · have hf : (fun n : ℕ => (t ^ n * g ^ (n + 1)) ^ 2)
        = fun n : ℕ => ((t * g) ^ 2) ^ n * g ^ 2 := by
      funext n; ring
    rw [hf]
    exact (summable_geometric_of_lt_one (by positivity)
      (pow_lt_one₀ (by positivity) h1 two_ne_zero)).mul_right _
  · intro n
    cases n with
    | zero =>
      rw [if_pos rfl]
      show E * (t ^ 0 * g ^ (0 + 1)) - (0 * (t ^ 0 * g ^ (0 + 1)) + t * (t ^ 1 * g ^ (1 + 1))) = 1
      linear_combination -hq
    | succ n =>
      rw [if_neg (Nat.succ_ne_zero n)]
      show E * (t ^ (n + 1) * g ^ (n + 1 + 1))
        - (t * (t ^ n * g ^ (n + 1)) + t * (t ^ (n + 2) * g ^ (n + 2 + 1))) = 0
      linear_combination -(t ^ (n + 1) * g ^ (n + 1)) * hq
```

## Solving the embedding equation

To evaluate g at ε + t²/ε, the proof writes u for t²/ε, keeps the relation u ε = t², and recognises the radicand as (ε − u)². The inequality `hle` selects the correct sign of the root.

```lean
/-- At the energy `ε + t² / ε` with `ε > t` the Green's function equals `1 / ε`. -/
theorem leadGreen_at {t ε : ℝ} (ht : 0 < t) (hε : t < ε) :
    leadGreen t (ε + t ^ 2 / ε) = 1 / ε := by
  have hp : 0 < ε := ht.trans hε
  have hle : t ^ 2 / ε ≤ ε := (div_le_iff₀ hp).2 (by nlinarith)
  have hu : t ^ 2 / ε * ε = t ^ 2 := div_mul_cancel₀ _ hp.ne'
  unfold leadGreen
  generalize t ^ 2 / ε = u at hle hu ⊢
  -- the radicand is a perfect square
  have hsq : (ε + u) ^ 2 - 4 * t ^ 2 = (ε - u) ^ 2 := by linear_combination 4 * hu
  rw [hsq, Real.sqrt_sq (by linarith), div_eq_div_iff (by positivity) hp.ne']
  linear_combination 2 * hu
```

The equivalence follows the derivation by hand. In the forward direction, `hgε` is g ε = 1, from which the threshold and the energy follow. The reverse direction uses the value of g just found.

```lean
/-- Above the band, the embedding equation `E = ε + t² g(E)` holds exactly when `ε > t`
and `E = ε + t² / ε`. -/
theorem embedding_iff {t ε E : ℝ} (ht : 0 < t) (hE : 2 * t < E) :
    E = ε + t ^ 2 * leadGreen t E ↔ t < ε ∧ E = ε + t ^ 2 / ε := by
  constructor
  · intro h
    obtain ⟨h0, h1, hq⟩ := leadGreen_spec ht hE
    have hgε : leadGreen t E * ε = 1 := by
      linear_combination -hq - leadGreen t E * h
    have hlt : t < ε := by
      refine lt_of_mul_lt_mul_left (a := leadGreen t E) ?_ h0.le
      rw [hgε, mul_comm]
      exact h1
    have hg : leadGreen t E = 1 / ε := eq_div_of_mul_eq (ht.trans hlt).ne' hgε
    refine ⟨hlt, ?_⟩
    rw [hg, mul_one_div] at h
    exact h
  · rintro ⟨hlt, rfl⟩
    rw [leadGreen_at ht hlt, mul_one_div]
```

For solvability, the energy must also be shown to lie above the band. The identity `hd` does this by writing its distance from 2t as (ε − t)²/ε.

```lean
/-- The embedding equation has a solution above the band exactly when the impurity level
exceeds the hopping. -/
theorem embedding_solvable_iff {t ε : ℝ} (ht : 0 < t) :
    (∃ E, 2 * t < E ∧ E = ε + t ^ 2 * leadGreen t E) ↔ t < ε := by
  constructor
  · rintro ⟨E, hE, h⟩
    exact ((embedding_iff ht hE).1 h).1
  · intro hlt
    have hp : 0 < ε := ht.trans hlt
    have hd : ε + t ^ 2 / ε - 2 * t = (ε - t) ^ 2 / ε := by
      field_simp
      ring
    have hpos : 0 < (ε - t) ^ 2 / ε := div_pos (pow_pos (sub_pos.2 hlt) 2) hp
    have hE : 2 * t < ε + t ^ 2 / ε := by linarith
    exact ⟨_, hE, (embedding_iff ht hE).2 ⟨hlt, rfl⟩⟩
```

## Geometric decay and exact embedding

The decay theorem takes any bound state above the band and gives its amplitude on every site. In its proof, `hd` is d_n = x d_(n+1) and `hmono` says that the squares do not decrease. The limit `hlim` comes from squeezing d_n² between zero and 2ψ_(n+1)² + 2ψ_n². Together they give `hstep`, and induction on n finishes the argument.

```lean
/-- Every bound state above the band decays geometrically into the chain, with ratio
`t g(E)` between neighbouring sites. -/
theorem boundState_decay {t ε E : ℝ} {ψ : ℕ → ℝ} (ht : 0 < t) (hE : 2 * t < E)
    (hψ : IsBoundState t ε E ψ) (n : ℕ) : ψ n = (t * leadGreen t E) ^ n * ψ 0 := by
  obtain ⟨h0, h1, hq⟩ := leadGreen_spec ht hE
  set g := leadGreen t E
  have hx2 : (t * g) ^ 2 ≤ 1 := pow_le_one₀ (by positivity) h1.le
  -- the deviation from geometric decay never shrinks in size along the chain
  have hd : ∀ n, ψ (n + 1) - t * g * ψ n = t * g * (ψ (n + 2) - t * g * ψ (n + 1)) := by
    intro n
    have h : t * ψ n + t * ψ (n + 2) = E * ψ (n + 1) := hψ.2.2 (n + 1)
    linear_combination ψ (n + 1) * hq - g * h
  have hmono : Monotone (fun n => (ψ (n + 1) - t * g * ψ n) ^ 2) := by
    refine monotone_nat_of_le_succ fun n => ?_
    show (ψ (n + 1) - t * g * ψ n) ^ 2 ≤ (ψ (n + 2) - t * g * ψ (n + 1)) ^ 2
    rw [hd n]
    nlinarith [mul_nonneg (sub_nonneg.2 hx2) (sq_nonneg (ψ (n + 2) - t * g * ψ (n + 1)))]
  -- but square-summability forces it to vanish far away
  have hz := hψ.2.1.tendsto_atTop_zero
  have hz1 : Tendsto (fun n => ψ (n + 1) ^ 2) atTop (𝓝 0) :=
    hz.comp (tendsto_add_atTop_nat 1)
  have hb : Tendsto (fun n => 2 * ψ (n + 1) ^ 2 + 2 * ψ n ^ 2) atTop (𝓝 0) := by
    have h := (hz1.const_mul 2).add (hz.const_mul 2)
    rw [mul_zero, add_zero] at h
    exact h
  have hlim : Tendsto (fun n => (ψ (n + 1) - t * g * ψ n) ^ 2) atTop (𝓝 0) := by
    refine squeeze_zero (fun n => sq_nonneg _) (fun n => ?_) hb
    nlinarith [sq_nonneg (ψ (n + 1) + t * g * ψ n),
      mul_nonneg (sub_nonneg.2 hx2) (sq_nonneg (ψ n))]
  have hstep : ∀ n, ψ (n + 1) = t * g * ψ n := by
    intro n
    have h : (ψ (n + 1) - t * g * ψ n) ^ 2 ≤ 0 := hmono.ge_of_tendsto hlim n
    exact sub_eq_zero.1 (pow_eq_zero_iff two_ne_zero |>.1 (le_antisymm h (sq_nonneg _)))
  induction n with
  | zero => rw [pow_zero, one_mul]
  | succ n ih => rw [hstep n, ih]; ring
```

The whole chain can now be exchanged for one equation. Forwards, decay shows that ψ_0 is non-zero, so it can be cancelled from the site-0 equation. Backwards, the state (t g)ⁿ is supplied and checked to be non-zero, square-summable and a solution on every site.

```lean
/-- Embedding is exact: the whole chain has a bound state at an energy `E` above the band
exactly when `E` solves the one-site equation `E = ε + t² g(E)`. -/
theorem boundState_iff_embedding {t ε E : ℝ} (ht : 0 < t) (hE : 2 * t < E) :
    (∃ ψ, IsBoundState t ε E ψ) ↔ E = ε + t ^ 2 * leadGreen t E := by
  constructor
  · rintro ⟨ψ, hψ⟩
    have hdec := boundState_decay ht hE hψ
    have hne : ψ 0 ≠ 0 := fun h0 =>
      hψ.1 (funext fun n => by rw [Pi.zero_apply, hdec n, h0, mul_zero])
    have h : ε * ψ 0 + t * ψ 1 = E * ψ 0 := hψ.2.2 0
    have h1 := hdec 1
    refine mul_right_cancel₀ hne ?_
    linear_combination -h + t * h1
  · intro h
    obtain ⟨h0, h1, hq⟩ := leadGreen_spec ht hE
    set g := leadGreen t E
    refine ⟨fun n => (t * g) ^ n, fun hz => ?_, ?_, fun n => ?_⟩
    · have h2 : (t * g) ^ 0 = 0 := congrFun hz 0
      rw [pow_zero] at h2
      exact one_ne_zero h2
    · have hf : (fun n : ℕ => ((t * g) ^ n) ^ 2) = fun n : ℕ => ((t * g) ^ 2) ^ n := by
        funext n; ring
      show Summable (fun n : ℕ => ((t * g) ^ n) ^ 2)
      rw [hf]
      exact summable_geometric_of_lt_one (by positivity)
        (pow_lt_one₀ (by positivity) h1 two_ne_zero)
    · cases n with
      | zero =>
        show ε * (t * g) ^ 0 + t * (t * g) ^ 1 = E * (t * g) ^ 0
        linear_combination -h
      | succ n =>
        show t * (t * g) ^ n + t * (t * g) ^ (n + 2) = E * (t * g) ^ (n + 1)
        linear_combination t * (t * g) ^ n * hq
```

Chaining the two equivalences gives the criterion for a bound state at a given E > 2t. Together with `embedding_solvable_iff`, it yields the threshold ε > t for having any bound state above the band.

```lean
/-- The chain has a bound state at an energy `E` above the band exactly when `ε > t` and
`E = ε + t² / ε`. -/
theorem boundState_iff {t ε E : ℝ} (ht : 0 < t) (hE : 2 * t < E) :
    (∃ ψ, IsBoundState t ε E ψ) ↔ t < ε ∧ E = ε + t ^ 2 / ε :=
  (boundState_iff_embedding ht hE).trans (embedding_iff ht hE)
```

The last theorem gives the impurity weight without assuming normalisation: ψ_0² is the fraction 1 − t²/ε² of the total `∑' n, ψ n ^ 2`. The proof rewrites each site weight as (t/ε)²ⁿ ψ_0² and sums the geometric series.

```lean
/-- The impurity site carries the fraction `1 - t² / ε²` of the total weight of a bound
state above the band. -/
theorem impurity_weight {t ε E : ℝ} {ψ : ℕ → ℝ} (ht : 0 < t) (hE : 2 * t < E)
    (hψ : IsBoundState t ε E ψ) :
    ψ 0 ^ 2 = (1 - t ^ 2 / ε ^ 2) * ∑' n, ψ n ^ 2 := by
  obtain ⟨hlt, hEq⟩ := (boundState_iff ht hE).1 ⟨ψ, hψ⟩
  have hp : 0 < ε := ht.trans hlt
  have hg : leadGreen t E = 1 / ε := by rw [hEq]; exact leadGreen_at ht hlt
  have hr : (t / ε) ^ 2 < 1 :=
    pow_lt_one₀ (by positivity) ((div_lt_one hp).2 hlt) two_ne_zero
  have hf : (fun n => ψ n ^ 2) = fun n => ((t / ε) ^ 2) ^ n * ψ 0 ^ 2 := by
    funext n
    rw [boundState_decay ht hE hψ n, hg, mul_one_div]
    ring
  -- sum the geometric series of site weights
  rw [hf, tsum_mul_right, tsum_geometric_of_lt_one (by positivity) hr, ← div_pow,
    ← mul_assoc, mul_inv_cancel₀ (sub_pos.2 hr).ne', one_mul]

end

end EndImpurityEmbedding
```

```lean
#print axioms EndImpurityEmbedding.leadGreen_response
-- 'EndImpurityEmbedding.leadGreen_response' depends on axioms: [propext, Classical.choice, Quot.sound]
#print axioms EndImpurityEmbedding.embedding_solvable_iff
-- 'EndImpurityEmbedding.embedding_solvable_iff' depends on axioms: [propext, Classical.choice, Quot.sound]
#print axioms EndImpurityEmbedding.boundState_iff_embedding
-- 'EndImpurityEmbedding.boundState_iff_embedding' depends on axioms: [propext, Classical.choice, Quot.sound]
#print axioms EndImpurityEmbedding.impurity_weight
-- 'EndImpurityEmbedding.impurity_weight' depends on axioms: [propext, Classical.choice, Quot.sound]
```
